# End-site Green's functions of a mirror-symmetric chain with an even number of sites, from two half chains

Take two sites with equal energy a and coupling b. For Im z > 0, inverting z − H gives

G_00 = (z − a) / ((z − a)² − b²)

G_01 = b / ((z − a)² − b²)

The denominator factorises as (z − a − b)(z − a + b), so

G_00 + G_01 = 1/(z − a − b)

G_00 − G_01 = 1/(z − a + b)

Each combination is the Green's function of a single site, with its energy shifted by plus or minus the coupling. The same happens in a longer mirror-symmetric chain with an even number of sites and couplings only between nearest neighbours: reflection separates even from odd states, and each kind is described by a half chain in which the central bond has become an energy shift on the last site.

```lean
import Mathlib

open Matrix ComplexConjugate

namespace MirrorChainFolding

noncomputable section
```

## The chain and its mirror image

Sites are numbered from 0. An open chain has real site energies a_i and real couplings b_i between sites i and i+1, in an orthonormal site basis:

H_ii = a_i

H_(i,i+1) = H_(i+1,i) = b_i

All other entries vanish. In `chain n a b` the sequences `a` and `b` are infinite, but only the first n energies and, for n ≥ 1, the first n − 1 couplings enter.

```lean
/-- The real symmetric tridiagonal Hamiltonian of an open chain of `n` sites, with site
energies `a i` and couplings `b i` between sites `i` and `i + 1`. -/
def chain (n : ℕ) (a b : ℕ → ℝ) : Matrix (Fin n) (Fin n) ℝ := fun i j =>
  if (i : ℕ) = j then a i
  else if (i : ℕ) + 1 = j then b i
  else if (j : ℕ) + 1 = i then b j
  else 0
```

Write j′ for the mirror image of site j, which is `j.rev` in Lean. Mirror symmetry is the condition H_(i′j′) = H_ij. It stands for a molecule or wire whose right half repeats the left half in reverse order, and it is a hypothesis on the parameters.

```lean
/-- Invariance of a Hamiltonian under reversal of the order of the sites. -/
def IsMirror {n : ℕ} (H : Matrix (Fin n) (Fin n) ℝ) : Prop :=
  ∀ i j, H i.rev j.rev = H i j
```

The Green's matrix is G(z) = (z − H)⁻¹, with the real entries of H read as complex numbers.

```lean
/-- The matrix `z - H`. -/
def secular {n : ℕ} (H : Matrix (Fin n) (Fin n) ℝ) (z : ℂ) : Matrix (Fin n) (Fin n) ℂ :=
  z • (1 : Matrix (Fin n) (Fin n) ℂ) - H.map (fun x : ℝ => (x : ℂ))

/-- The Green's matrix `(z - H)⁻¹`. -/
def green {n : ℕ} (H : Matrix (Fin n) (Fin n) ℝ) (z : ℂ) : Matrix (Fin n) (Fin n) ℂ :=
  (secular H z)⁻¹
```

The full chain has 2(m+1) sites, with m ≥ 0, so the two-site example is m = 0. The central bond b_m joins sites m and m+1. For s = ±1, the half chain h_s keeps sites 0 to m and replaces the last energy a_m by a_m + s b_m.

```lean
/-- The first `m + 1` sites of the chain, with the energy of the last one changed
from `a m` to `a m + s * b m`. -/
def halfChain (m : ℕ) (a b : ℕ → ℝ) (s : ℝ) : Matrix (Fin (m + 1)) (Fin (m + 1)) ℝ :=
  chain (m + 1) (Function.update a m (a m + s * b m)) b
```

For a matrix A on 2n sites, define a block on the left half by

P_s(A)_ij = A_ij + s A_(ij′)

If A is mirror symmetric and s = ±1, this is the matrix element of A between the normalised states (|i⟩ + s|i′⟩)/√2 and (|j⟩ + s|j′⟩)/√2. In `parityBlock`, `Fin.castAdd n` places a left-half site in the full chain.

```lean
/-- The block on the left half with entries `A i j + s * A i j'`, where `j'` is the mirror
image of site `j`. -/
def parityBlock {n : ℕ} (s : ℝ) (A : Matrix (Fin (n + n)) (Fin (n + n)) ℂ) :
    Matrix (Fin n) (Fin n) ℂ := fun i j =>
  A (Fin.castAdd n i) (Fin.castAdd n j) + (s : ℂ) * A (Fin.castAdd n i) (Fin.castAdd n j).rev
```

The two ends of the full chain are sites 0 and 2m+1.

```lean
/-- The first site of the full chain. -/
def leftEnd (m : ℕ) : Fin (m + 1 + (m + 1)) := ⟨0, by omega⟩

/-- The last site of the full chain. -/
def rightEnd (m : ℕ) : Fin (m + 1 + (m + 1)) := ⟨2 * m + 1, by omega⟩
```

## Why z − H can be inverted

The chain is symmetric, H_ij = H_ji, which follows by comparing the cases of its definition.

```lean
lemma chain_symm (n : ℕ) (a b : ℕ → ℝ) (i j : Fin n) : chain n a b i j = chain n a b j i := by
  simp only [chain]
  split_ifs <;> first | rfl | (exfalso; omega) | exact congrArg a (by omega)
```

Suppose (z − H)v = 0 with v ≠ 0. Multiplying by the conjugate of v and summing gives

z Σ_i |v_i|² = Σ_ij v_i* H_ij v_j

The right side equals its own conjugate, because H is real and symmetric. Taking imaginary parts,

Im z · Σ_i |v_i|² = 0

Since Im z > 0, every v_i vanishes, a contradiction. In the proof, `h1` is the first equation, `h2` the reality of the right side, and `hN` the vanishing norm. The theorem applies to any real symmetric H, so it serves both the full and the half chains.

```lean
/-- For a real symmetric Hamiltonian and `Im z > 0`, the matrix `z - H` is invertible. -/
theorem isUnit_det_secular {n : ℕ} (H : Matrix (Fin n) (Fin n) ℝ) (hH : ∀ i j, H i j = H j i)
    {z : ℂ} (hz : 0 < z.im) : IsUnit (secular H z).det := by
  rw [isUnit_iff_ne_zero]
  intro h
  obtain ⟨v, hv, h0⟩ := Matrix.exists_mulVec_eq_zero_iff.mpr h
  have hE : ∀ i, z * v i = ∑ j, (H i j : ℂ) * v j := by
    intro i
    have h1 := congrFun h0 i
    simpa [secular, Matrix.mulVec, dotProduct, sub_mul, Finset.sum_sub_distrib,
      Matrix.one_apply, sub_eq_zero] using h1
  -- the sum of `conj (v i) * H i j * v j` over `i` and `j` is `z` times the squared norm of `v`
  have h1 : z * ((∑ i, Complex.normSq (v i) : ℝ) : ℂ)
      = ∑ i, ∑ j, conj (v i) * ((H i j : ℂ) * v j) := by
    rw [Complex.ofReal_sum, Finset.mul_sum]
    refine Finset.sum_congr rfl fun i _ => ?_
    rw [← Finset.mul_sum, ← hE i, Complex.normSq_eq_conj_mul_self]
    ring
  have h2 : conj (∑ i, ∑ j, conj (v i) * ((H i j : ℂ) * v j))
      = ∑ i, ∑ j, conj (v i) * ((H i j : ℂ) * v j) := by
    simp only [map_sum, map_mul, Complex.conj_conj, Complex.conj_ofReal]
    rw [Finset.sum_comm]
    refine Finset.sum_congr rfl fun i _ => Finset.sum_congr rfl fun j _ => ?_
    rw [hH j i]
    ring
  have h3 := Complex.conj_eq_iff_im.mp h2
  rw [← h1] at h3
  simp only [Complex.mul_im, Complex.ofReal_re, Complex.ofReal_im, mul_zero, zero_add] at h3
  have hN := (mul_eq_zero.mp h3).resolve_left hz.ne'
  apply hv
  funext i
  exact Complex.normSq_eq_zero.mp ((Finset.sum_eq_zero_iff_of_nonneg
    (fun i _ => Complex.normSq_nonneg (v i))).mp hN i (Finset.mem_univ i))
```

## Parity blocks multiply

A sum over all sites can be taken over mirror pairs:

Σ_(k<2n) f(k) = Σ_(k<n) [f(k) + f(k′)]

```lean
lemma sum_mirror {n : ℕ} (f : Fin (n + n) → ℂ) :
    ∑ k, f k = ∑ k : Fin n, (f (Fin.castAdd n k) + f (Fin.castAdd n k).rev) := by
  rw [Fin.sum_univ_add, Finset.sum_add_distrib]
  congr 1
  rw [← Equiv.sum_comp Fin.revPerm (fun k => f (Fin.natAdd n k))]
  refine Finset.sum_congr rfl fun k _ => congrArg f (Fin.ext ?_)
  have hk := k.isLt
  change n + (n - ((k : ℕ) + 1)) = n + n - ((k : ℕ) + 1)
  omega
```

Let B be mirror symmetric, so that B_(k′j) = B_(kj′) and B_(k′j′) = B_kj. Pairing the sites in the product AB gives

P_s(AB)_ij = Σ_(k<n) [A_ik B_kj + A_(ik′) B_(kj′) + s A_ik B_(kj′) + s A_(ik′) B_kj]

Multiplying the blocks instead gives

(P_s(A) P_s(B))_ij = Σ_(k<n) (A_ik + s A_(ik′))(B_kj + s B_(kj′))

The two summands differ only by (s² − 1) A_(ik′) B_(kj′), which is zero for s = ±1. The final `linear_combination` removes exactly this term. The left factor A can be any matrix.

```lean
/-- For parity `s = ±1`, the parity block of a product is the product of the parity blocks
when the right factor is invariant under reversal. -/
theorem parityBlock_mul {n : ℕ} {s : ℝ} (hs : s * s = 1)
    (A B : Matrix (Fin (n + n)) (Fin (n + n)) ℂ) (hB : ∀ i j, B i.rev j.rev = B i j) :
    parityBlock s A * parityBlock s B = parityBlock s (A * B) := by
  have hs' : (s : ℂ) * s = 1 := by exact_mod_cast hs
  ext i j
  simp only [parityBlock, Matrix.mul_apply]
  rw [sum_mirror, sum_mirror, Finset.mul_sum, ← Finset.sum_add_distrib]
  refine Finset.sum_congr rfl fun k _ => ?_
  have e1 := hB (Fin.castAdd n k) (Fin.castAdd n j)
  have e2 := hB (Fin.castAdd n k) (Fin.castAdd n j).rev
  rw [Fin.rev_rev] at e2
  rw [e1, e2]
  linear_combination A (Fin.castAdd n i) (Fin.castAdd n k).rev *
    B (Fin.castAdd n k) (Fin.castAdd n j).rev * hs'
```

The block of the identity is the identity, because a left-half site never coincides with the mirror image of a left-half site.

```lean
lemma parityBlock_one {n : ℕ} (s : ℝ) :
    parityBlock s (1 : Matrix (Fin (n + n)) (Fin (n + n)) ℂ) = 1 := by
  ext i j
  have h : Fin.castAdd n i ≠ (Fin.castAdd n j).rev := by
    intro h
    have h' := congrArg Fin.val h
    change (i : ℕ) = n + n - ((j : ℕ) + 1) at h'
    have hi := i.isLt
    have hj := j.isLt
    omega
  simp only [parityBlock, Matrix.one_apply]
  rw [if_neg h, mul_zero, add_zero]
  by_cases e : i = j
  · simp [e]
  · rw [if_neg e, if_neg]
    intro q
    have q' := congrArg Fin.val q
    exact e (Fin.ext q')
```

## The central bond becomes an energy shift

For i and j in the left half, H_(ij′) connects the two halves. Only the central bond does that, so H_(ij′) = b_m when i = j = m, and zero otherwise. Therefore

P_s(H) = h_s

In the proof, `h2` evaluates the entry between the halves and `key` adds it to the last site energy.

```lean
/-- The parity block of the full chain is the half chain whose last site energy is shifted
by `s` times the central coupling. -/
theorem parityBlock_chain (m : ℕ) (a b : ℕ → ℝ) (s : ℝ) :
    parityBlock s ((chain (m + 1 + (m + 1)) a b).map (fun x : ℝ => (x : ℂ)))
      = (halfChain m a b s).map (fun x : ℝ => (x : ℂ)) := by
  ext i j
  have hi := i.isLt
  have hj := j.isLt
  have h1 : chain (m + 1 + (m + 1)) a b (Fin.castAdd (m + 1) i) (Fin.castAdd (m + 1) j)
      = chain (m + 1) a b i j := rfl
  -- only the central bond connects the two halves
  have h2 : chain (m + 1 + (m + 1)) a b (Fin.castAdd (m + 1) i) (Fin.castAdd (m + 1) j).rev
      = if (i : ℕ) = m ∧ (j : ℕ) = m then b m else 0 := by
    change (if (i : ℕ) = m + 1 + (m + 1) - ((j : ℕ) + 1) then a i
      else if (i : ℕ) + 1 = m + 1 + (m + 1) - ((j : ℕ) + 1) then b i
      else if m + 1 + (m + 1) - ((j : ℕ) + 1) + 1 = (i : ℕ)
        then b (m + 1 + (m + 1) - ((j : ℕ) + 1)) else 0) = _
    split_ifs <;> first | rfl | (exfalso; omega) | exact congrArg b (by omega)
  have key : chain (m + 1) a b i j + s * (if (i : ℕ) = m ∧ (j : ℕ) = m then b m else 0)
      = halfChain m a b s i j := by
    by_cases h : (i : ℕ) = m ∧ (j : ℕ) = m
    · simp [halfChain, chain, h.1, h.2]
    · rw [if_neg h]
      simp only [halfChain, chain, Function.update_apply]
      split_ifs <;> first | (exfalso; omega) | ring
  simp only [parityBlock, Matrix.map_apply]
  rw [h1, h2, ← key, Complex.ofReal_add, Complex.ofReal_mul]
```

Now apply the product rule with A = G and B = z − H. The second factor is mirror symmetric because H is, and

P_s(G)(z − h_s) = P_s(G) P_s(z − H) = P_s(G(z − H)) = P_s(1) = 1

A left inverse of a square matrix is its inverse, so P_s(G) = (z − h_s)⁻¹. The symmetry of G itself is never needed. Written out for all i and j in the left half,

G_ij + s G_(ij′) = [(z − h_s)⁻¹]_ij

```lean
/-- For a mirror-symmetric chain of `2 * (m + 1)` sites, `s = ±1` and `Im z > 0`, the parity block
of the Green's matrix is the Green's matrix of the half chain, for every pair of sites in the left
half. -/
theorem parityBlock_green (m : ℕ) (a b : ℕ → ℝ) (hmir : IsMirror (chain (m + 1 + (m + 1)) a b))
    {s : ℝ} (hs : s * s = 1) {z : ℂ} (hz : 0 < z.im) :
    parityBlock s (green (chain (m + 1 + (m + 1)) a b) z) = green (halfChain m a b s) z := by
  have hinv := Matrix.nonsing_inv_mul _
    (isUnit_det_secular (chain (m + 1 + (m + 1)) a b) (chain_symm _ a b) hz)
  have hfold : parityBlock s (secular (chain (m + 1 + (m + 1)) a b) z)
      = secular (halfChain m a b s) z := by
    rw [secular, secular, ← parityBlock_chain]
    ext i j
    have h1 := congrFun (congrFun (parityBlock_one (n := m + 1) s) i) j
    simp only [parityBlock] at h1
    simp only [parityBlock, Matrix.sub_apply, Matrix.smul_apply, smul_eq_mul]
    linear_combination z * h1
  have hmul := parityBlock_mul hs (secular (chain (m + 1 + (m + 1)) a b) z)⁻¹
    (secular (chain (m + 1 + (m + 1)) a b) z) (by
      intro i j
      have hij := hmir i j
      simp only [secular, Matrix.sub_apply, Matrix.smul_apply, Matrix.map_apply,
        Matrix.one_apply, hij, Fin.rev_inj])
  rw [hinv, parityBlock_one, hfold] at hmul
  exact (Matrix.inv_eq_left_inv hmul).symm
```

## The two end entries

Write g₊ and g₋ for the Green's matrices of the half chains with last energy a_m + b_m and a_m − b_m. Setting i = j = 0 gives

G_00 + G_(0,2m+1) = (g₊)_00

G_00 − G_(0,2m+1) = (g₋)_00

The theorem `mirror_folding` states both equations, for every m ≥ 0, every mirror-symmetric choice of real parameters and every z with Im z > 0. It does not treat an odd number of sites, the limit Im z → 0, or complex self-energies from attached leads.

```lean
/-- Folding of a mirror-symmetric chain of `2 * (m + 1)` sites, for `Im z > 0`: the sum and the
difference of the end-site and the end-to-end Green's entries are the end-site Green's entries of
the two half chains with last site energy `a m + b m` and `a m - b m`. -/
theorem mirror_folding (m : ℕ) (a b : ℕ → ℝ) (hmir : IsMirror (chain (m + 1 + (m + 1)) a b))
    {z : ℂ} (hz : 0 < z.im) :
    green (chain (m + 1 + (m + 1)) a b) z (leftEnd m) (leftEnd m)
        + green (chain (m + 1 + (m + 1)) a b) z (leftEnd m) (rightEnd m)
      = green (halfChain m a b 1) z 0 0 ∧
    green (chain (m + 1 + (m + 1)) a b) z (leftEnd m) (leftEnd m)
        - green (chain (m + 1 + (m + 1)) a b) z (leftEnd m) (rightEnd m)
      = green (halfChain m a b (-1)) z 0 0 := by
  have e : rightEnd m = (Fin.castAdd (m + 1) (0 : Fin (m + 1))).rev := by
    apply Fin.ext
    change 2 * m + 1 = m + 1 + (m + 1) - (0 + 1)
    omega
  have key : ∀ s : ℝ, s * s = 1 →
      green (chain (m + 1 + (m + 1)) a b) z (leftEnd m) (leftEnd m)
        + (s : ℂ) * green (chain (m + 1 + (m + 1)) a b) z (leftEnd m) (rightEnd m)
      = green (halfChain m a b s) z 0 0 := by
    intro s hs
    have h := congrFun (congrFun (parityBlock_green m a b hmir hs hz) 0) 0
    rw [e]
    exact h
  constructor
  · have h := key 1 (by norm_num)
    rw [Complex.ofReal_one, one_mul] at h
    exact h
  · have h := key (-1) (by norm_num)
    rw [Complex.ofReal_neg, Complex.ofReal_one] at h
    linear_combination h
```

Subtracting the two equations gives 2G_(0,2m+1) = (g₊)_00 − (g₋)_00. The half chains differ only on site m, where h₊ − h₋ has the entry 2b_m. The resolvent identity

g₊ − g₋ = g₊ [(z − h₋) − (z − h₊)] g₋ = g₊ (h₊ − h₋) g₋

then has the (0,0) entry 2b_m (g₊)_0m (g₋)_m0, and so

G_(0,2m+1) = b_m (g₊)_0m (g₋)_m0

For m = 0 this is b/((z − a − b)(z − a + b)), as in the two-site example. In the proof, `hD` is the difference on site m and `hres` the resolvent identity.

```lean
/-- For `Im z > 0`, the end-to-end Green's entry of a mirror-symmetric chain of `2 * (m + 1)` sites
is the central coupling times the product of one end-to-end Green's entry from each of the two half
chains. -/
theorem end_to_end_green (m : ℕ) (a b : ℕ → ℝ) (hmir : IsMirror (chain (m + 1 + (m + 1)) a b))
    {z : ℂ} (hz : 0 < z.im) :
    green (chain (m + 1 + (m + 1)) a b) z (leftEnd m) (rightEnd m)
      = (b m : ℂ) * green (halfChain m a b 1) z 0 (Fin.last m)
        * green (halfChain m a b (-1)) z (Fin.last m) 0 := by
  obtain ⟨hp, hm⟩ := mirror_folding m a b hmir hz
  have hP : green (halfChain m a b 1) z * secular (halfChain m a b 1) z = 1 :=
    Matrix.nonsing_inv_mul _ (isUnit_det_secular _ (chain_symm _ _ _) hz)
  have hQ : secular (halfChain m a b (-1)) z * green (halfChain m a b (-1)) z = 1 :=
    Matrix.mul_nonsing_inv _ (isUnit_det_secular _ (chain_symm _ _ _) hz)
  -- the two half chains differ only in the energy of the last site
  have hD : secular (halfChain m a b (-1)) z - secular (halfChain m a b 1) z
      = Matrix.diagonal (fun i => if i = Fin.last m then 2 * (b m : ℂ) else 0) := by
    ext i j
    simp only [secular, Matrix.sub_apply, Matrix.smul_apply, smul_eq_mul, Matrix.map_apply,
      halfChain, chain, Matrix.diagonal_apply, Function.update_apply, Fin.ext_iff, Fin.val_last]
    split_ifs <;> (push_cast; ring)
  have hres : green (halfChain m a b 1) z
      * (secular (halfChain m a b (-1)) z - secular (halfChain m a b 1) z)
      * green (halfChain m a b (-1)) z
      = green (halfChain m a b 1) z - green (halfChain m a b (-1)) z := by
    rw [Matrix.mul_sub, Matrix.sub_mul, Matrix.mul_assoc, hQ, Matrix.mul_one, hP, Matrix.one_mul]
  rw [hD] at hres
  have h := congrFun (congrFun hres 0) 0
  rw [Matrix.mul_apply] at h
  simp only [Matrix.mul_diagonal, Matrix.sub_apply, mul_ite, ite_mul, mul_zero, zero_mul,
    Finset.sum_ite_eq', Finset.mem_univ, if_true] at h
  linear_combination (1 / 2 : ℂ) * hp - (1 / 2 : ℂ) * hm - (1 / 2 : ℂ) * h
```

For a single electron on the chain, with ħ = 1, the end-to-end entry is a weighted time integral of the amplitude ⟨0|exp(−iHt)|2m+1⟩ for passing from one end to the other in time t:

G_(0,2m+1)(z) = −i ∫_0^∞ exp(izt) ⟨0|exp(−iHt)|2m+1⟩ dt

Write g_s = (z − h_s)⁻¹, so that g₊ and g₋ are the cases s = 1 and s = −1. In code, each (g_s)_00 comes from a short loop over the half chain. Start with

d_m = z − a_m − s b_m

and for i = m−1 down to 0 set

d_i = z − a_i − b_i²/d_(i+1)

Then (g_s)_00 = 1/d_0. Half the sum of the two results is G_00, and half their difference is G_(0,2m+1). When the end-to-end entry is much smaller in magnitude than G_00, that difference can lose digits to cancellation. The product formula avoids the subtraction, with (g_s)_0m = (g_s)_m0 = b_0 ⋯ b_(m−1)/(d_0 ⋯ d_m), where the numerator is 1 for m = 0.

## Uniform chains satisfy the symmetry condition

If all site energies equal α and all couplings equal β, reversing the order of the sites changes nothing. The folding theorem therefore applies to every uniform chain with an even, non-zero number of sites.

```lean
/-- A uniform chain, with equal site energies and equal couplings, is mirror symmetric. -/
theorem isMirror_witness (n : ℕ) (α β : ℝ) :
    IsMirror (chain n (fun _ => α) (fun _ => β)) := by
  intro i j
  have hi := i.isLt
  have hj := j.isLt
  simp only [chain, Fin.val_rev]
  split_ifs <;> first | rfl | (exfalso; omega)

end

end MirrorChainFolding
```

```lean
#print axioms MirrorChainFolding.end_to_end_green
```

```
'MirrorChainFolding.end_to_end_green' depends on axioms: [propext, Classical.choice, Quot.sound]
```
